# In a quartic double well, finite-displacement forces lose a soft-mode instability before energies do

## Opposite signs from one frozen displacement

I froze in a suspected soft mode at a single amplitude and extracted its force constant twice. The force at that amplitude gives a positive value, so the mode looks stable. The energy change gives a negative one, so it looks unstable. Both numbers come from the same energy curve. Is one of the calculations wrong?

## Two thresholds: $d^2=a/b$ for forces, $2a/b$ for energies

Neither need be wrong. Take
$$E(u)=-\tfrac12au^2+\tfrac14bu^4,\qquad a,b>0,$$
where $u$ is the mode amplitude. At a displacement $d>0$, the force estimate is negative exactly when $d^2<a/b$, and the energy estimate exactly when $d^2<2a/b$. Both lie above the true curvature $-a$. Between the thresholds they have opposite signs, and the undisplaced structure is unstable.

Here $-a$ is the harmonic force constant of the undisplaced structure, and $b$ stands for the anharmonic stiffening that limits the distortion. Differentiating,
$$E'(u)=-au+bu^3,\qquad E''(u)=-a+3bu^2,\qquad E''(0)=-a.$$
Since $E(0)=0$, the two estimates are
$$K_F=\frac{E'(d)}d=-a+bd^2,\qquad K_E=\frac{2(E(d)-E(0))}{d^2}=-a+\tfrac12bd^2.$$
Each step from $-a$ to $K_E$ to $K_F$ adds $bd^2/2>0$, which gives the ordering. Setting each estimate below zero and dividing by $b$ gives the thresholds. Also, $2K_E-K_F=-a$: the quartic error cancels.

The force threshold is the bottom of the well. With $d_0=\sqrt{a/b}$,
$$E(u)-E(d_0)=\tfrac b4\,(u^2-d_0^2)^2\ge0,$$
so $d_0$ is a global minimiser. The force vanishes there, giving $K_F=0$, while $K_E=-a/2$ still shows the instability.

The ordering $K_E<K_F$ holds for any differentiable $E$ whose force estimate $K_F(u)=E'(u)/u$ increases strictly for $u>0$. Fix $k=K_F(d)$ and set $g(u)=E(u)-ku^2/2$. For $0<u<d$,
$$g'(u)=u\,(K_F(u)-k)<0.$$
Hence $g(d)<g(0)$, so $E(d)-E(0)<kd^2/2$, which is $K_E<k$.

Watch the sign when using computed forces: the physical force is $F=-E'$, so the estimate is $-F(d)/d$. Using $F(d)/d$ reverses the sign of the estimate: in the double well with $d^2<a/b$, the unstable mode would then look stable.

The same results in Lean:

```lean
import Mathlib

open Set

namespace FrozenPhonon

noncomputable section

/-- The quartic energy of a soft-mode displacement `u`, with quadratic coefficient `-a/2`
and quartic coefficient `b/4`. -/
def doubleWell (a b u : ℝ) : ℝ := -a * u ^ 2 / 2 + b * u ^ 4 / 4

/-- The force constant estimated from the force at one frozen displacement `d ≠ 0`:
the slope of the energy divided by `d`. -/
def forceEstimate (E : ℝ → ℝ) (d : ℝ) : ℝ := deriv E d / d

/-- The force constant estimated from the energy at one frozen displacement `d ≠ 0`:
twice the energy change divided by `d ^ 2`. -/
def energyEstimate (E : ℝ → ℝ) (d : ℝ) : ℝ := 2 * (E d - E 0) / d ^ 2

/-- The slope of the quartic energy at displacement `u` is `-a u + b u ^ 3`. -/
theorem doubleWell_hasDerivAt (a b u : ℝ) :
    HasDerivAt (doubleWell a b) (-a * u + b * u ^ 3) u := by
  have h2 : HasDerivAt (fun x : ℝ => x ^ 2) (2 * u) u := by
    simpa using hasDerivAt_pow 2 u
  have h4 : HasDerivAt (fun x : ℝ => x ^ 4) (4 * u ^ 3) u := by
    simpa using hasDerivAt_pow 4 u
  have h := ((h2.const_mul (-a)).div_const 2).fun_add ((h4.const_mul b).div_const 4)
  exact h.congr_deriv (by ring)

/-- The true curvature of the quartic energy at the undisplaced structure is `-a`. -/
theorem doubleWell_curvature (a b : ℝ) : deriv (deriv (doubleWell a b)) 0 = -a := by
  have hE : deriv (doubleWell a b) = fun u => -a * u + b * u ^ 3 :=
    funext fun u => (doubleWell_hasDerivAt a b u).deriv
  have h3 : HasDerivAt (fun x : ℝ => x ^ 3) 0 0 := by
    simpa using hasDerivAt_pow 3 (0 : ℝ)
  have h := ((hasDerivAt_id' (0 : ℝ)).const_mul (-a)).fun_add (h3.const_mul b)
  rw [hE]
  exact (h.congr_deriv (by ring)).deriv

/-- At a nonzero displacement `d`, the force estimate for the quartic energy is
`-a + b d ^ 2`. -/
theorem forceEstimate_doubleWell (a b : ℝ) {d : ℝ} (hd : d ≠ 0) :
    forceEstimate (doubleWell a b) d = -a + b * d ^ 2 := by
  unfold forceEstimate
  rw [(doubleWell_hasDerivAt a b d).deriv, div_eq_iff hd]
  ring

/-- At a nonzero displacement `d`, the energy estimate for the quartic energy is
`-a + b d ^ 2 / 2`. -/
theorem energyEstimate_doubleWell (a b : ℝ) {d : ℝ} (hd : d ≠ 0) :
    energyEstimate (doubleWell a b) d = -a + b * d ^ 2 / 2 := by
  unfold energyEstimate doubleWell
  rw [div_eq_iff (pow_ne_zero 2 hd)]
  ring

/-- For any differentiable energy whose force estimate increases strictly with positive
displacement, the energy estimate lies strictly below the force estimate at every `d > 0`. -/
theorem energyEstimate_lt_forceEstimate {E : ℝ → ℝ} (hE : Differentiable ℝ E)
    (hmono : StrictMonoOn (forceEstimate E) (Ioi 0)) {d : ℝ} (hd : 0 < d) :
    energyEstimate E d < forceEstimate E d := by
  obtain ⟨k, hk⟩ : ∃ k, k = forceEstimate E d := ⟨_, rfl⟩
  -- Subtract the parabola whose stiffness is the force estimate at `d`.
  have hder : ∀ u, HasDerivAt (fun x => E x - k / 2 * (x * x)) (deriv E u - k * u) u := by
    intro u
    have h := (hE u).hasDerivAt.fun_sub
      (((hasDerivAt_id' u).fun_mul (hasDerivAt_id' u)).const_mul (k / 2))
    exact h.congr_deriv (by ring)
  -- The remainder decreases strictly between `0` and `d`.
  have hanti : StrictAntiOn (fun x => E x - k / 2 * (x * x)) (Icc 0 d) := by
    apply strictAntiOn_of_deriv_neg (convex_Icc 0 d)
    · exact fun u _ => (hder u).continuousAt.continuousWithinAt
    · intro u hu
      rw [interior_Icc] at hu
      rw [(hder u).deriv]
      have h := hmono (mem_Ioi.2 hu.1) (mem_Ioi.2 hd) hu.2
      rw [← hk] at h
      unfold forceEstimate at h
      rw [div_lt_iff₀ hu.1] at h
      linarith
  have h : E d - k / 2 * (d * d) < E 0 - k / 2 * (0 * 0) :=
    hanti (left_mem_Icc.2 hd.le) (right_mem_Icc.2 hd.le) hd
  rw [← hk]
  unfold energyEstimate
  rw [div_lt_iff₀ (by positivity)]
  nlinarith

/-- For `b > 0`, the force estimate for the quartic energy increases strictly with
positive displacement. -/
theorem doubleWell_stiffens (a : ℝ) {b : ℝ} (hb : 0 < b) :
    StrictMonoOn (forceEstimate (doubleWell a b)) (Ioi 0) := by
  intro x hx y hy hxy
  have hx' : 0 < x := hx
  have hy' : 0 < y := hy
  rw [forceEstimate_doubleWell a b hx'.ne', forceEstimate_doubleWell a b hy'.ne']
  have hsq : x ^ 2 < y ^ 2 := by nlinarith
  have h := mul_pos hb (sub_pos.2 hsq)
  linarith

/-- For `b > 0` and `d > 0`, the true curvature lies below the energy estimate, which lies
below the force estimate. The force estimate is negative exactly when `d ^ 2 < a / b`, the
energy estimate exactly when `d ^ 2 < 2 a / b`. -/
theorem frozen_phonon_instability (a : ℝ) {b d : ℝ} (hb : 0 < b) (hd : 0 < d) :
    deriv (deriv (doubleWell a b)) 0 < energyEstimate (doubleWell a b) d ∧
    energyEstimate (doubleWell a b) d < forceEstimate (doubleWell a b) d ∧
    (forceEstimate (doubleWell a b) d < 0 ↔ d ^ 2 < a / b) ∧
    (energyEstimate (doubleWell a b) d < 0 ↔ d ^ 2 < 2 * a / b) := by
  have hpos : 0 < b * d ^ 2 := by positivity
  refine ⟨?_, ?_, ?_, ?_⟩
  · rw [doubleWell_curvature, energyEstimate_doubleWell a b hd.ne']
    linarith
  · exact energyEstimate_lt_forceEstimate
      (fun u => (doubleWell_hasDerivAt a b u).differentiableAt) (doubleWell_stiffens a hb) hd
  · rw [forceEstimate_doubleWell a b hd.ne', lt_div_iff₀ hb]
    constructor <;> intro h <;> linarith
  · rw [energyEstimate_doubleWell a b hd.ne', lt_div_iff₀ hb]
    constructor <;> intro h <;> linarith

/-- For `a, b > 0`, the displacement `√(a / b)` minimises the quartic energy globally. There
the force estimate is zero, while the energy estimate is `-a / 2`. -/
theorem estimates_at_well_bottom {a b : ℝ} (ha : 0 < a) (hb : 0 < b) :
    (∀ u, doubleWell a b (√(a / b)) ≤ doubleWell a b u) ∧
    forceEstimate (doubleWell a b) (√(a / b)) = 0 ∧
    energyEstimate (doubleWell a b) (√(a / b)) = -a / 2 := by
  have hs : 0 < √(a / b) := Real.sqrt_pos.2 (div_pos ha hb)
  have hbs : b * √(a / b) ^ 2 = a := by
    rw [Real.sq_sqrt (div_pos ha hb).le]
    field_simp
  refine ⟨?_, ?_, ?_⟩
  · intro u
    -- The energy above the well bottom is a perfect square.
    have key : doubleWell a b u - doubleWell a b (√(a / b)) =
        b / 4 * (u ^ 2 - √(a / b) ^ 2) ^ 2 := by
      unfold doubleWell
      linear_combination (u ^ 2 - √(a / b) ^ 2) / 2 * hbs
    have hnn : 0 ≤ b / 4 * (u ^ 2 - √(a / b) ^ 2) ^ 2 := by positivity
    linarith
  · rw [forceEstimate_doubleWell a b hs.ne']
    linarith
  · rw [energyEstimate_doubleWell a b hs.ne']
    linarith

/-- For the quartic energy at any nonzero displacement, twice the energy estimate minus the
force estimate equals the true curvature. -/
theorem combined_estimate_exact (a b : ℝ) {d : ℝ} (hd : d ≠ 0) :
    2 * energyEstimate (doubleWell a b) d - forceEstimate (doubleWell a b) d =
      deriv (deriv (doubleWell a b)) 0 := by
  rw [energyEstimate_doubleWell a b hd, forceEstimate_doubleWell a b hd,
    doubleWell_curvature]
  ring

end

end FrozenPhonon
```

```lean
#print axioms FrozenPhonon.forceEstimate_doubleWell
#print axioms FrozenPhonon.frozen_phonon_instability
#print axioms FrozenPhonon.estimates_at_well_bottom
#print axioms FrozenPhonon.combined_estimate_exact
```

```
'FrozenPhonon.forceEstimate_doubleWell' depends on axioms: [propext, Classical.choice, Quot.sound]
'FrozenPhonon.frozen_phonon_instability' depends on axioms: [propext, Classical.choice, Quot.sound]
'FrozenPhonon.estimates_at_well_bottom' depends on axioms: [propext, Classical.choice, Quot.sound]
'FrozenPhonon.combined_estimate_exact' depends on axioms: [propext, Classical.choice, Quot.sound]
```

`doubleWell a b` is the energy curve, with real arguments and no units. `forceEstimate E d` and `energyEstimate E d` are $K_F$ and $K_E$ for an arbitrary curve `E`; `deriv E d` is the slope, hence minus the force. The true curvature is `deriv (deriv (doubleWell a b)) 0`.

The main theorem, `frozen_phonon_instability`, states the two inequalities and the two sign criteria for $b,d>0$ and any real $a$. If $a\le0$, neither estimate is ever negative. Positive $a$ is required only in `estimates_at_well_bottom`. The condition $b>0$ can't be weakened to $b\ge0$: at $b=0$ both estimates equal $-a$, and the strict ordering fails.

For frozen-phonon calculations in electronic structure, this describes how the displacement size can hide an instability along one mode with a quartic energy. That a material's computed energy follows such a curve is an assumption. A sixth-order term, for instance, would spoil the exact cancellation in `combined_estimate_exact`.

The proof begins with the power rule in `doubleWell_hasDerivAt`; `doubleWell_curvature` differentiates once more at zero. The closed forms of $K_F$ and $K_E$ follow by clearing the denominator and using `ring`.

In `energyEstimate_lt_forceEstimate`, `hder` computes $g'$, and `hanti` turns its negative sign inside the interval into strict decrease on $[0,d]$. Comparing the endpoints gives the inequality. `doubleWell_stiffens` shows that the quartic energy meets the monotonicity condition, because $x^2<y^2$ when $0<x<y$.

The main theorem takes its second inequality from this general result. The other three parts use the closed forms, with `lt_div_iff₀` multiplying the thresholds through by $b$. At the well bottom, `key` is the perfect-square identity above, and `hbs` supplies $bd_0^2=a$ for both estimates.
